# The nested commutator expansion of exp(K) X exp(−K) for complex square matrices

For complex square matrices \(K\) and \(X\) of the same size, put \(X_0=X\) and \(X_{j+1}=KX_j-X_jK\). Then

\[
e^{K}Xe^{-K}=\sum_{j=0}^{\infty}\frac{X_j}{j!}=X+[K,X]+\tfrac12[K,[K,X]]+\cdots ,
\]

where \([A,B]=AB-BA\). If \(K\) is anti-Hermitian, \(K^\dagger=-K\), stopping after the terms \(j<N\) leaves an error of at most \(\|X_N\|/N!\) in the spectral norm, which is the norm of the first omitted term.

The physical problem is how matrices change when the orbitals are rotated. An anti-Hermitian \(K\) generates a unitary \(e^K\). If \(e^K\) rotates the orbitals, a density matrix \(X\) built from them becomes \(e^KXe^{-K}\). The matrix of a fixed operator \(X\), taken in the rotated orbitals, is instead \(e^{-K}Xe^{K}\), which has the same expansion with \(-K\) in place of \(K\). In self-consistent field theory in a finite basis, the first and second commutators supply the terms from which orbital gradients and Hessians are built. Texts that write \(e^{-\kappa}Xe^{\kappa}\) have \(K=-\kappa\).

## From the equation of motion to the series

Let \(F_j(t)=e^{tK}X_je^{-tK}\). Since \(K\) commutes with its own exponentials, the product rule gives

\[
F_j'(t)=e^{tK}KX_je^{-tK}-e^{tK}X_jKe^{-tK}=F_{j+1}(t),\qquad F_j(0)=X_j .
\]

The nested commutators are therefore the derivatives of \(F_0\) at \(t=0\). To control the Taylor remainder for \(N\ge1\), form

\[
G(s)=\sum_{j=0}^{N-1}\frac{(1-s)^j}{j!}F_j(s).
\]

The term \(j\) has derivative \(\frac{(1-s)^j}{j!}F_{j+1}-\frac{(1-s)^{j-1}}{(j-1)!}F_j\), with the second part absent for \(j=0\). In the sum, neighbouring terms cancel and only the last survives:

\[
G'(s)=\frac{(1-s)^{N-1}}{(N-1)!}F_N(s).
\]

At the ends, \(G(1)=F_0(1)=e^KXe^{-K}\) and \(G(0)=\sum_{j<N}X_j/j!\). If \(\|F_N(s)\|\le M\) for \(0\le s\le1\), then

\[
\|G(1)-G(0)\|\le M\int_0^1\frac{(1-s)^{N-1}}{(N-1)!}\,ds=\frac{M}{N!}.
\]

For \(N=0\) the sum is empty and the estimate is the assumed bound at \(s=1\).

The commutators grow at most geometrically, because \(\|X_{j+1}\|\le2\|K\|\|X_j\|\) gives \(\|X_j\|\le(2\|K\|)^j\|X\|\). The series of norms is thus bounded by a convergent exponential series. Let \(a\) and \(b\) bound \(\|e^{sK}\|\) and \(\|e^{-sK}\|\) on \([0,1]\). The remainder is then at most \(ab\|X\|(2\|K\|)^N/N!\), which tends to zero, so the sum is \(e^KXe^{-K}\).

For anti-Hermitian \(K\) and real \(s\), \((e^{sK})^\dagger=e^{-sK}\), so \(e^{sK}\) is unitary. Multiplication by unitaries preserves the spectral norm, hence \(\|F_N(s)\|=\|X_N\|\), and \(M=\|X_N\|\) gives the truncation error.

## Matrices, commutators and the transformed operator

The finite type `n` labels the functions of an orthonormal basis, and an operator is represented by a `Matrix n n ℂ`. The opened norm scope makes `‖·‖` the spectral norm, the largest singular value.

In Lean 4 with Mathlib:

```lean
import Mathlib

open Finset Set Filter Topology
open NormedSpace (exp)
open scoped Matrix Matrix.Norms.L2Operator

namespace NestedCommutatorExpansion

noncomputable section

variable {n : Type*} [Fintype n] [DecidableEq n]
```

The recursion is written exactly as above, with \(X_j\) appearing as `nested K X j`.

```lean
/-- The nested commutators `X₀ = X`, `Xⱼ₊₁ = K Xⱼ - Xⱼ K`. -/
def nested (K X : Matrix n n ℂ) : ℕ → Matrix n n ℂ
  | 0 => X
  | j + 1 => K * nested K X j - nested K X j * K
```

The name `rotated` is used for every \(K\), although the transformation is a unitary rotation only under further conditions, such as anti-Hermitian \(K\) and real \(t\). The parameter `t` is complex.

```lean
/-- The transformed operator `exp(tK) X exp(-tK)` with parameter `t`. -/
def rotated (K X : Matrix n n ℂ) (t : ℂ) : Matrix n n ℂ :=
  exp (t • K) * X * exp (t • (-K))
```

## The derivative is the transformed commutator

The two derivative rules place the factors \(K\) and \(-K\) next to \(X\). Once the exponentials are replaced by the letters `U` and `V`, what remains is an identity of noncommutative algebra.

```lean
/-- Equation of motion: the derivative of the transformed operator with respect to `t` is the
transformed commutator `K X - X K`. -/
theorem hasDerivAt_rotated (K X : Matrix n n ℂ) (t : ℂ) :
    HasDerivAt (rotated K X) (rotated K (K * X - X * K) t) t := by
  have h1 : HasDerivAt (fun u : ℂ => exp (u • K)) (exp (t • K) * K) t :=
    hasDerivAt_exp_smul_const K t
  have h2 : HasDerivAt (fun u : ℂ => exp (u • (-K))) (-K * exp (t • (-K))) t :=
    hasDerivAt_exp_smul_const' (-K) t
  refine ((h1.mul_const X).mul h2).congr_deriv ?_
  unfold rotated
  generalize exp (t • K) = U
  generalize exp (t • (-K)) = V
  noncomm_ring
```

## A Taylor bound for a chain of derivatives

This estimate concerns any sequence of functions `F j` in a complex normed space, each the derivative of the one before. The induction `hT` is the telescoping calculation, with `m` standing for \(N-1\). The statements `hG1` and `hG0` evaluate \(G\) at the ends, and `hd` restricts it to real \(s\). In place of the integral, the proof compares \(\|G(s)-G(0)\|\) with the function \(M(1-(1-s)^N)/N!\), whose derivative is computed in `hB`. The mean value inequality then gives \(M/N!\) at \(s=1\).

```lean
/-- Taylor estimate: if each `F (j+1)` is the derivative of `F j`, and `F N` is bounded by `M` on
the segment from 0 to 1, then the Taylor sum of `F 0` with `N` terms errs at 1 by at most
`M / N!`. -/
theorem taylor_estimate {E : Type*} [NormedAddCommGroup E] [NormedSpace ℂ E]
    (F : ℕ → ℂ → E) (hF : ∀ j t, HasDerivAt (F j) (F (j + 1) t) t) (N : ℕ) (M : ℝ)
    (hM : ∀ s ∈ Icc (0 : ℝ) 1, ‖F N (s : ℂ)‖ ≤ M) :
    ‖F 0 1 - ∑ j ∈ range N, ((j.factorial : ℂ)⁻¹) • F j 0‖ ≤ M / N.factorial := by
  -- the derivative of the Taylor sum about a moving point telescopes
  have hT : ∀ (m : ℕ) (s : ℂ), HasDerivAt
      (fun u => ∑ j ∈ range (m + 1), ((1 - u) ^ j / (j.factorial : ℂ)) • F j u)
      (((1 - s) ^ m / (m.factorial : ℂ)) • F (m + 1) s) s := by
    intro m s
    induction m with
    | zero => simpa using hF 0 s
    | succ m ih =>
      have hc : HasDerivAt (fun u : ℂ => (1 - u) ^ (m + 1) / ((m + 1).factorial : ℂ))
          (-((1 - s) ^ m / (m.factorial : ℂ))) s := by
        refine ((((hasDerivAt_id' s).const_sub 1).fun_pow (m + 1)).div_const _).congr_deriv ?_
        have h1 : (m.factorial : ℂ) ≠ 0 := Nat.cast_ne_zero.2 m.factorial_ne_zero
        have h2 : (m : ℂ) + 1 ≠ 0 := Nat.cast_add_one_ne_zero m
        rw [Nat.factorial_succ, Nat.add_sub_cancel]
        push_cast
        field_simp
      have h2 : HasDerivAt
          (fun u => ((1 - u) ^ (m + 1) / ((m + 1).factorial : ℂ)) • F (m + 1) u)
          (((1 - s) ^ (m + 1) / ((m + 1).factorial : ℂ)) • F (m + 1 + 1) s
            + (-((1 - s) ^ m / (m.factorial : ℂ))) • F (m + 1) s) s :=
        hc.smul (hF (m + 1) s)
      refine ((ih.fun_add h2).congr_deriv ?_).congr_of_eventuallyEq
        (Eventually.of_forall fun u => Finset.sum_range_succ _ _)
      rw [neg_smul]
      abel
  cases N with
  | zero => simpa using hM 1 (by simp)
  | succ m =>
    obtain ⟨G, hG, hG1, hG0⟩ : ∃ G : ℂ → E,
        (∀ s, HasDerivAt G (((1 - s) ^ m / (m.factorial : ℂ)) • F (m + 1) s) s) ∧
        G 1 = F 0 1 ∧ G 0 = ∑ j ∈ range (m + 1), ((j.factorial : ℂ)⁻¹) • F j 0 :=
      ⟨_, hT m, by simp [Finset.sum_range_succ'], by simp⟩
    have hd : ∀ s : ℝ, HasDerivAt (fun u : ℝ => G (u : ℂ) - G 0)
        (((1 - (s : ℂ)) ^ m / (m.factorial : ℂ)) • F (m + 1) (s : ℂ)) s := by
      intro s
      have ho : HasDerivAt (fun u : ℝ => (u : ℂ)) 1 s := by
        simpa using (hasDerivAt_id' s).ofReal_comp
      exact ((HasDerivAt.scomp s (hG (s : ℂ)) ho).sub_const (G 0)).congr_deriv (one_smul _ _)
    have hB : ∀ s : ℝ, HasDerivAt
        (fun u : ℝ => M * ((1 - (1 - u) ^ (m + 1)) / ((m + 1).factorial : ℝ)))
        (M * ((1 - s) ^ m / (m.factorial : ℝ))) s := by
      intro s
      refine ((((((hasDerivAt_id' s).const_sub 1).fun_pow (m + 1)).const_sub 1).div_const
        _).const_mul M).congr_deriv ?_
      have h1 : (m.factorial : ℝ) ≠ 0 := Nat.cast_ne_zero.2 m.factorial_ne_zero
      have h2 : (m : ℝ) + 1 ≠ 0 := Nat.cast_add_one_ne_zero m
      rw [Nat.factorial_succ, Nat.add_sub_cancel]
      push_cast
      field_simp
    -- mean value inequality on the segment
    have key := image_norm_le_of_norm_deriv_right_le_deriv_boundary
      (a := (0 : ℝ)) (b := 1) (fun s _ => (hd s).continuousAt.continuousWithinAt)
      (fun s _ => (hd s).hasDerivWithinAt) (by simp) hB
      (fun s hs => by
        have h0 : 0 ≤ (1 - s) ^ m / (m.factorial : ℝ) :=
          div_nonneg (pow_nonneg (by linarith [hs.2]) _) (Nat.cast_nonneg _)
        have e : (1 - (s : ℂ)) ^ m / (m.factorial : ℂ)
            = (((1 - s) ^ m / (m.factorial : ℝ) : ℝ) : ℂ) := by simp
        rw [e, norm_smul, Complex.norm_real, Real.norm_of_nonneg h0, mul_comm]
        exact mul_le_mul_of_nonneg_right (hM s ⟨hs.1, hs.2.le⟩) h0)
      (right_mem_Icc.2 zero_le_one)
    rw [← hG1, ← hG0]
    simpa [div_eq_mul_inv] using key
```

Setting \(F_j(t)=e^{tK}X_je^{-tK}\) turns this into a statement about the commutator expansion. The bound `M` is still a hypothesis here; the two later results supply it in different ways.

```lean
/-- If the transformed `N`-th nested commutator is bounded by `M` for `t` from 0 to 1, the
expansion with `N` terms errs by at most `M / N!`. -/
theorem remainder_le (K X : Matrix n n ℂ) (N : ℕ) (M : ℝ)
    (hM : ∀ s ∈ Icc (0 : ℝ) 1, ‖rotated K (nested K X N) (s : ℂ)‖ ≤ M) :
    ‖exp K * X * exp (-K) - ∑ j ∈ range N, ((j.factorial : ℂ)⁻¹) • nested K X j‖
      ≤ M / N.factorial := by
  have h := taylor_estimate (fun j => rotated K (nested K X j))
    (fun j t => hasDerivAt_rotated K (nested K X j) t) N M hM
  simpa [rotated, nested] using h
```

## Convergence for every K and X

The growth bound follows by induction from the triangle inequality and \(\|AB\|\le\|A\|\|B\|\).

```lean
/-- The `j`-th nested commutator has spectral norm at most `(2‖K‖)^j ‖X‖`. -/
theorem norm_nested_le (K X : Matrix n n ℂ) (j : ℕ) :
    ‖nested K X j‖ ≤ (2 * ‖K‖) ^ j * ‖X‖ := by
  induction j with
  | zero => simp [nested]
  | succ j ih =>
    calc ‖K * nested K X j - nested K X j * K‖
        ≤ ‖K * nested K X j‖ + ‖nested K X j * K‖ := norm_sub_le _ _
      _ ≤ ‖K‖ * ‖nested K X j‖ + ‖nested K X j‖ * ‖K‖ :=
          add_le_add (norm_mul_le _ _) (norm_mul_le _ _)
      _ = 2 * ‖K‖ * ‖nested K X j‖ := by ring
      _ ≤ 2 * ‖K‖ * ((2 * ‖K‖) ^ j * ‖X‖) := by gcongr
      _ = (2 * ‖K‖) ^ (j + 1) * ‖X‖ := by ring
```

In the main theorem, `HasSum` says that the series converges to the stated matrix, whatever the order of its terms. No symmetry of \(K\) or \(X\) is assumed. The proof first obtains summability `hs` from the growth bound. It then finds \(a\) and \(b\) from the continuity of the exponentials on a compact interval, bounds the remainder in `hr`, and lets \(N\) grow in `ht`. Uniqueness of limits identifies the sum.

```lean
/-- Nested commutator expansion: for all complex square matrices `K` and `X`, the series of
`Xⱼ / j!` converges to `exp(K) X exp(-K)`. -/
theorem hasSum_nested (K X : Matrix n n ℂ) :
    HasSum (fun j : ℕ => ((j.factorial : ℂ)⁻¹) • nested K X j) (exp K * X * exp (-K)) := by
  have hs : Summable (fun j : ℕ => ((j.factorial : ℂ)⁻¹) • nested K X j) := by
    refine Summable.of_norm_bounded
      ((Real.summable_pow_div_factorial (2 * ‖K‖)).mul_right ‖X‖) fun j => ?_
    rw [norm_smul, norm_inv, Complex.norm_natCast]
    calc ((j.factorial : ℝ)⁻¹) * ‖nested K X j‖
        ≤ ((j.factorial : ℝ)⁻¹) * ((2 * ‖K‖) ^ j * ‖X‖) := by
          gcongr
          exact norm_nested_le K X j
      _ = (2 * ‖K‖) ^ j / j.factorial * ‖X‖ := by ring
  -- the exponentials stay bounded along the path
  have hb : ∀ L : Matrix n n ℂ, ∃ a, ∀ s ∈ Icc (0 : ℝ) 1, ‖exp ((s : ℂ) • L)‖ ≤ a := by
    intro L
    have hc : Continuous (fun u : ℂ => exp (u • L)) :=
      continuous_iff_continuousAt.2 fun t => (hasDerivAt_exp_smul_const L t).continuousAt
    exact isCompact_Icc.exists_bound_of_continuousOn
      (hc.comp Complex.continuous_ofReal).continuousOn
  obtain ⟨a, ha⟩ := hb K
  obtain ⟨b, hb⟩ := hb (-K)
  have ha0 : 0 ≤ a := (norm_nonneg _).trans (ha 0 (by simp))
  have hb0 : 0 ≤ b := (norm_nonneg _).trans (hb 0 (by simp))
  have hr : ∀ N : ℕ,
      ‖(∑ j ∈ range N, ((j.factorial : ℂ)⁻¹) • nested K X j) - exp K * X * exp (-K)‖
        ≤ (2 * ‖K‖) ^ N / N.factorial * (a * ‖X‖ * b) := by
    intro N
    rw [norm_sub_rev]
    refine (remainder_le K X N (a * ((2 * ‖K‖) ^ N * ‖X‖) * b) fun s hs => ?_).trans
      (le_of_eq (by ring))
    refine (norm_mul_le _ _).trans (mul_le_mul ?_ (hb s hs) (norm_nonneg _) (by positivity))
    exact (norm_mul_le _ _).trans
      (mul_le_mul (ha s hs) (norm_nested_le K X N) (norm_nonneg _) ha0)
  -- the remainder vanishes because the factorial wins
  have ht : Tendsto (fun N => ∑ j ∈ range N, ((j.factorial : ℂ)⁻¹) • nested K X j) atTop
      (𝓝 (exp K * X * exp (-K))) := by
    refine tendsto_iff_norm_sub_tendsto_zero.2 (squeeze_zero (fun _ => norm_nonneg _) hr ?_)
    simpa using (Real.summable_pow_div_factorial (2 * ‖K‖)).tendsto_atTop_zero.mul_const
      (a * ‖X‖ * b)
  rw [← tendsto_nhds_unique hs.hasSum.tendsto_sum_nat ht]
  exact hs.hasSum
```

The theorem applies to matrices in a finite basis. The step to operators on the full Hilbert space, where Hamiltonians are usually unbounded, needs separate arguments about domains and convergence.

## Truncation error of a unitary orbital rotation

The hypothesis `Kᴴ = -K` is the anti-Hermitian condition; real antisymmetric generators satisfy it. `hstar` identifies the adjoint of \(e^{sK}\) with \(e^{-sK}\), while `hU` and `hV` establish that both are unitary. Removing them one at a time leaves the norm of `Y`.

```lean
/-- For anti-Hermitian `K` and real `s`, the transformation by `exp(sK)` preserves the spectral
norm of every operator. -/
theorem norm_rotated (K Y : Matrix n n ℂ) (hK : Kᴴ = -K) (s : ℝ) :
    ‖rotated K Y (s : ℂ)‖ = ‖Y‖ := by
  have hstar : star (exp ((s : ℂ) • K)) = exp ((s : ℂ) • (-K)) := by
    rw [Matrix.star_eq_conjTranspose, ← Matrix.exp_conjTranspose, Matrix.conjTranspose_smul, hK]
    simp
  have hc : Commute ((s : ℂ) • K) (-((s : ℂ) • K)) :=
    (Commute.refl ((s : ℂ) • K)).neg_right
  have hU : exp ((s : ℂ) • K) ∈ Matrix.unitaryGroup n ℂ := by
    rw [Matrix.mem_unitaryGroup_iff, hstar, smul_neg,
      ← Matrix.exp_add_of_commute _ _ hc, add_neg_cancel, NormedSpace.exp_zero]
  have hV : star (exp ((s : ℂ) • K)) ∈ Matrix.unitaryGroup n ℂ := by
    rw [Matrix.mem_unitaryGroup_iff, star_star]
    exact Matrix.mem_unitaryGroup_iff'.1 hU
  unfold rotated
  rw [← hstar, CStarRing.norm_mul_mem_unitary _ hV,
    CStarRing.norm_mem_unitary_mul _ hU]
```

The final theorem uses this equality, with \(Y=X_N\), as the bound required by `remainder_le`.

```lean
/-- Truncation error for orbital rotations: for anti-Hermitian `K`, keeping the terms `j < N` of
the expansion errs in spectral norm by at most `‖X_N‖ / N!`. -/
theorem truncation_error (K X : Matrix n n ℂ) (hK : Kᴴ = -K) (N : ℕ) :
    ‖exp K * X * exp (-K) - ∑ j ∈ range N, ((j.factorial : ℂ)⁻¹) • nested K X j‖
      ≤ ‖nested K X N‖ / N.factorial :=
  remainder_le K X N _ fun s _ => (norm_rotated K _ hK s).le

end

end NestedCommutatorExpansion
```

For \(N=1\) the estimate reads \(\|e^KXe^{-K}-X\|\le\|[K,X]\|\): the rotation \(e^K\) changes an operator by no more than the norm of the operator's commutator with the generator \(K\). If \(K\) and \(X\) commute, as they always do for \(1\times1\) matrices, every \(X_j\) with \(j\ge1\) vanishes and the operator is unchanged.

```lean
#print axioms NestedCommutatorExpansion.hasSum_nested
#print axioms NestedCommutatorExpansion.truncation_error
```

```
'NestedCommutatorExpansion.hasSum_nested' depends on axioms: [propext, Classical.choice, Quot.sound]
'NestedCommutatorExpansion.truncation_error' depends on axioms: [propext, Classical.choice, Quot.sound]
```
